# Cancellation in Wigner's explicit sum for $d^j_{00}(\pi/2)$

A formal statement about the rotation matrix element $d^j_{00}(\beta)$ has to decide what that symbol denotes. In quantum mechanics it is $\langle j\,0|e^{-i\beta J_y}|j\,0\rangle$, the amplitude for the state of angular momentum $j$ and projection $m=0$ to be found in itself after a rotation by the angle $\beta$ about the $y$ axis, with $J_y$ the generator of that rotation in units of $\hbar$. Here the symbol is instead defined as Wigner's explicit sum at $m=m'=0$ and integer $j\ge 0$,

$$d^j_{00}(\beta)=\sum_{k=0}^{j}(-1)^k\binom{j}{k}^2\cos^{2(j-k)}\frac{\beta}{2}\,\sin^{2k}\frac{\beta}{2},$$

in exact real arithmetic. One way to compute the element is to evaluate this expression term by term (routines may use other schemes, such as recurrences, which are not treated here), and the question is how large the terms are compared with their sum.

## The identity and the bounds

At $\beta=\pi/2$ the $k$-th term is $t_k=(-1)^k\binom{j}{k}^2/2^j$, and

$$\sum_{k=0}^{j}t_k=\begin{cases}0,& j \text{ odd},\\[2pt] (-1)^n\binom{2n}{n}/4^n,& j=2n,\end{cases}\qquad \Big|\sum_{k=0}^{j}t_k\Big|\le 1,$$

$$\sum_{k=0}^{j}|t_k|=\frac{\binom{2j}{j}}{2^j}\ \ge\ \frac{2^j}{2j+1}\,\big|d^j_{00}(\pi/2)\big|,\qquad \max_k|t_k|=|t_{\lfloor j/2\rfloor}|\ \ge\ \frac{2^j}{(j+1)^2}\ \ge\ \frac{2^j}{(j+1)(2j+1)}.$$

For $j=0$ the single term is $1$ and every inequality is an equality. For $j=1$ the terms are $\tfrac12,-\tfrac12$, both of the largest size.

## What it means for a code

The matrices $d^j$ describe the rotation about the $y$ axis when spherical harmonics, and orbitals or multipole coefficients expanded in them, are rotated with Euler angles in the z-y-z convention, and the result measures the cancellation in a term-by-term evaluation of Wigner's sum for one element, $m=m'=0$ with integer $j$, at the one angle $\pi/2$. If each term is held with relative error at most $u$, the worst-case absolute error passed on to the sum is $u\sum_k|t_k|$, which grows exponentially in $j$ while the answer stays within $[-1,1]$. At $j=66$ the lower bound $2^{66}/67^2$ on the largest term exceeds $2^{53}$, where neighbouring double-precision numbers are at least $2$ apart. The closed forms supply exact reference values for any routine that computes $d^j_{00}(\pi/2)$.

## Derivation

Terms. Since $\cos^2(\pi/4)=\sin^2(\pi/4)=\tfrac12$, the trigonometric factor is $(\tfrac12)^{j-k}(\tfrac12)^k=2^{-j}$ for $k\le j$, which gives $t_k$.

Signed sum. Take $(X+1)^j(X-1)^j=(X^2-1)^j$ for polynomials in a variable $X$ and compare coefficients of $X^j$. On the left, $X^k$ from the first factor has coefficient $\binom jk$, and $X^{j-k}$ from the second has $(-1)^{k}\binom{j}{j-k}=(-1)^k\binom jk$, so the coefficient is $\sum_k(-1)^k\binom jk^2$. On the right, $(X^2-1)^j=\sum_{i=0}^{j}(-1)^{j-i}\binom ji X^{2i}$ has only even powers. The coefficient is $0$ for odd $j$ and $(-1)^n\binom{2n}{n}$ for $j=2n$. Division by $2^j$, which is $4^n$ in the even case, gives the closed form.

Middle coefficient. Write $M_j=\binom{j}{\lfloor j/2\rfloor}$. The ratio $\binom{j}{k+1}/\binom jk=(j-k)/(k+1)$ is at least $1$ for $2k+1\le j$ and below $1$ afterwards, so $M_j$ is the largest entry of row $j$. The row has $j+1$ non-negative entries adding up to $2^j$, hence $M_j\le 2^j\le (j+1)M_j$.

Size of the sum. For even $j$ it is $M_j/2^j\le1$, and for odd $j$ it is $0$.

Sum of sizes. One has $|t_k|=\binom jk^2/2^j$, and the coefficient of $X^j$ in $(1+X)^j(1+X)^j=(1+X)^{2j}$ gives $\sum_k\binom jk^2=\binom{2j}{j}$.

Largest term. Squaring $\binom jk\le M_j$ gives $|t_k|\le M_j^2/2^j=|t_{\lfloor j/2\rfloor}|$. Squaring $2^j\le(j+1)M_j$ gives $M_j^2/2^j\ge 2^j/(j+1)^2$, and $j+1\le 2j+1$ weakens this to $2^j/((j+1)(2j+1))$.

Ratio. Row $2j$ has $4^j\le(2j+1)\binom{2j}{j}$, so $\sum_k|t_k|\ge 2^j/(2j+1)$, and this is at least $2^j/(2j+1)$ times $|d^j_{00}(\pi/2)|$ because that factor is at most $1$.

## The file

```lean
import Mathlib

open Finset Polynomial
open scoped Real

namespace WignerCancellation

noncomputable section

/-- The `k`-th term of Wigner's explicit sum for `d^j_00(β)` with integer `j`, `0 ≤ k ≤ j`. -/
def wignerTerm (j k : ℕ) (β : ℝ) : ℝ :=
  (-1) ^ k * (j.choose k : ℝ) ^ 2 * Real.cos (β / 2) ^ (2 * (j - k)) * Real.sin (β / 2) ^ (2 * k)

/-- Wigner's explicit sum for the rotation matrix element `d^j_00(β)`. -/
def wignerD00 (j : ℕ) (β : ℝ) : ℝ := ∑ k ∈ range (j + 1), wignerTerm j k β

/-- The number `t_k = (-1)^k C(j,k)² / 2^j`. -/
def halfPiTerm (j k : ℕ) : ℝ := (-1) ^ k * (j.choose k : ℝ) ^ 2 / 2 ^ j

/-- At `β = π/2` the `k`-th term of Wigner's sum is `t_k`, for `k ≤ j`. -/
theorem wignerTerm_pi_div_two (j k : ℕ) (hk : k ≤ j) :
    wignerTerm j k (π / 2) = halfPiTerm j k := by
  have h4 : π / 2 / 2 = π / 4 := by ring
  have hc : Real.cos (π / 4) ^ 2 = 1 / 2 := by
    rw [Real.cos_pi_div_four, div_pow, Real.sq_sqrt (by norm_num)]; norm_num
  have hs : Real.sin (π / 4) ^ 2 = 1 / 2 := by
    rw [Real.sin_pi_div_four, div_pow, Real.sq_sqrt (by norm_num)]; norm_num
  have h : (1 / 2 : ℝ) ^ (j - k) * (1 / 2) ^ k = 1 / 2 ^ j := by
    rw [← pow_add, Nat.sub_add_cancel hk, one_div_pow]
  unfold wignerTerm halfPiTerm
  rw [h4, pow_mul (Real.cos (π / 4)), pow_mul (Real.sin (π / 4)), hc, hs, mul_assoc, h]
  ring

/-- The alternating sum of squared binomial coefficients of row `j` is
`(-1)^(j/2) C(j, j/2)` for even `j` and zero for odd `j`. -/
theorem alternating_sum_choose_sq (j : ℕ) :
    ∑ k ∈ range (j + 1), (-1 : ℝ) ^ k * (j.choose k : ℝ) ^ 2
      = if 2 ∣ j then (-1 : ℝ) ^ (j / 2) * (j.choose (j / 2) : ℝ) else 0 := by
  -- (X + 1)^j (X - 1)^j = (X² - 1)^j
  have hpoly : ((X + C 1) ^ j * (X + C (-1)) ^ j : ℝ[X])
      = expand ℝ 2 ((X + C (-1)) ^ j) := by
    rw [map_pow (expand ℝ 2), map_add (expand ℝ 2), expand_X, expand_C, ← mul_pow]
    congr 1
    simp only [map_neg, map_one]
    ring
  -- compare the coefficients of X^j
  have h := congrArg (fun p => Polynomial.coeff p j) hpoly
  simp only [Polynomial.coeff_mul, coeff_expand (show 0 < 2 by norm_num),
    coeff_X_add_C_pow] at h
  rw [Finset.Nat.sum_antidiagonal_eq_sum_range_succ_mk] at h
  calc ∑ k ∈ range (j + 1), (-1 : ℝ) ^ k * (j.choose k : ℝ) ^ 2
      = ∑ k ∈ range (j + 1), (1 : ℝ) ^ (j - k) * (j.choose k : ℝ)
          * ((-1) ^ (j - (j - k)) * (j.choose (j - k) : ℝ)) := by
        refine Finset.sum_congr rfl fun k hk => ?_
        have hkj : k ≤ j := Nat.lt_succ_iff.mp (mem_range.mp hk)
        rw [Nat.sub_sub_self hkj, Nat.choose_symm hkj, one_pow]
        ring
    _ = if 2 ∣ j then (-1 : ℝ) ^ (j - j / 2) * (j.choose (j / 2) : ℝ) else 0 := h
    _ = _ := by
        by_cases h2 : 2 ∣ j
        · have e : j - j / 2 = j / 2 := by omega
          rw [e]
        · simp [h2]

/-- The middle binomial coefficient of row `j` satisfies
`2^j ≤ (j+1) C(j, ⌊j/2⌋)` and `C(j, ⌊j/2⌋) ≤ 2^j`. -/
theorem middle_choose_bounds (j : ℕ) :
    (2 : ℝ) ^ j ≤ (j + 1) * (j.choose (j / 2) : ℝ) ∧ (j.choose (j / 2) : ℝ) ≤ 2 ^ j := by
  have h1 : 2 ^ j ≤ (j + 1) * j.choose (j / 2) :=
    calc 2 ^ j = ∑ i ∈ range (j + 1), j.choose i := (Nat.sum_range_choose j).symm
      _ ≤ ∑ _i ∈ range (j + 1), j.choose (j / 2) :=
          Finset.sum_le_sum fun i _ => Nat.choose_le_middle i j
      _ = (j + 1) * j.choose (j / 2) := by simp
  have h2 : j.choose (j / 2) ≤ 2 ^ j := by
    rw [← Nat.sum_range_choose j]
    exact Finset.single_le_sum (f := fun i => j.choose i) (fun _ _ => Nat.zero_le _)
      (mem_range.mpr (by omega))
  exact ⟨by exact_mod_cast h1, by exact_mod_cast h2⟩

/-- The size of the term `t_k` is `C(j,k)² / 2^j`. -/
theorem abs_halfPiTerm (j k : ℕ) : |halfPiTerm j k| = (j.choose k : ℝ) ^ 2 / 2 ^ j := by
  simp [halfPiTerm, abs_div, abs_mul, abs_pow]

/-- The sizes of the terms `t_0, …, t_j` add up to `C(2j,j) / 2^j`. -/
theorem sum_abs_halfPiTerm (j : ℕ) :
    ∑ k ∈ range (j + 1), |halfPiTerm j k| = ((2 * j).choose j : ℝ) / 2 ^ j := by
  have h : ∑ k ∈ range (j + 1), (j.choose k : ℝ) ^ 2 = ((2 * j).choose j : ℝ) := by
    exact_mod_cast Nat.sum_range_choose_sq j
  simp only [abs_halfPiTerm]
  rw [← Finset.sum_div, h]

/-- The term with `k = ⌊j/2⌋` is the largest in size, and its size is at least
`2^j / (j+1)²`. -/
theorem largest_term (j : ℕ) :
    (∀ k, |halfPiTerm j k| ≤ |halfPiTerm j (j / 2)|) ∧
      (2 : ℝ) ^ j / (j + 1) ^ 2 ≤ |halfPiTerm j (j / 2)| := by
  constructor
  · intro k
    have h : (j.choose k : ℝ) ≤ (j.choose (j / 2) : ℝ) := by
      exact_mod_cast Nat.choose_le_middle k j
    rw [abs_halfPiTerm, abs_halfPiTerm]
    exact div_le_div_of_nonneg_right (pow_le_pow_left₀ (by positivity) h 2) (by positivity)
  · have h := (middle_choose_bounds j).1
    rw [abs_halfPiTerm, div_le_div_iff₀ (by positivity) (by positivity)]
    calc (2 : ℝ) ^ j * 2 ^ j
        ≤ ((j + 1) * (j.choose (j / 2) : ℝ)) * ((j + 1) * (j.choose (j / 2) : ℝ)) :=
          mul_le_mul h h (by positivity) (by positivity)
      _ = _ := by ring

/-- Wigner's sum for `d^j_00(π/2)` has terms `t_k`; it is `0` for odd `j`,
`(-1)^n C(2n,n)/4^n` for `j = 2n`, and at most `1` in size, while `∑ |t_k| = C(2j,j)/2^j` and
the largest term, at `k = ⌊j/2⌋`, has size at least `2^j / ((j+1)(2j+1))`. -/
theorem wigner_sum_cancellation (j : ℕ) :
    wignerD00 j (π / 2) = ∑ k ∈ range (j + 1), halfPiTerm j k ∧
      (Odd j → wignerD00 j (π / 2) = 0) ∧
      (∀ n, j = 2 * n → wignerD00 j (π / 2) = (-1) ^ n * ((2 * n).choose n : ℝ) / 4 ^ n) ∧
      |wignerD00 j (π / 2)| ≤ 1 ∧
      ∑ k ∈ range (j + 1), |halfPiTerm j k| = ((2 * j).choose j : ℝ) / 2 ^ j ∧
      (∀ k, |halfPiTerm j k| ≤ |halfPiTerm j (j / 2)|) ∧
      (2 : ℝ) ^ j / ((j + 1) * (2 * j + 1)) ≤ |halfPiTerm j (j / 2)| := by
  have hT : wignerD00 j (π / 2) = ∑ k ∈ range (j + 1), halfPiTerm j k :=
    Finset.sum_congr rfl fun k hk =>
      wignerTerm_pi_div_two j k (Nat.lt_succ_iff.mp (mem_range.mp hk))
  -- closed form of the sum
  have hS : wignerD00 j (π / 2)
      = (if 2 ∣ j then (-1 : ℝ) ^ (j / 2) * (j.choose (j / 2) : ℝ) else 0) / 2 ^ j := by
    rw [hT]
    simp only [halfPiTerm]
    rw [← Finset.sum_div, alternating_sum_choose_sq]
  refine ⟨hT, ?_, ?_, ?_, sum_abs_halfPiTerm j, (largest_term j).1, ?_⟩
  · rintro ⟨m, hm⟩
    have h2 : ¬ 2 ∣ j := by omega
    rw [hS, if_neg h2, zero_div]
  · intro n hn
    subst hn
    have e : 2 * n / 2 = n := by omega
    have e4 : (2 : ℝ) ^ (2 * n) = 4 ^ n := by rw [pow_mul]; norm_num
    rw [hS, if_pos (dvd_mul_right 2 n), e, e4]
  · have hpos : (0 : ℝ) < 2 ^ j := by positivity
    by_cases h2 : 2 ∣ j
    · rw [hS, if_pos h2, abs_div, abs_of_pos hpos, div_le_one hpos, abs_mul, abs_pow, abs_neg,
        abs_one, one_pow, one_mul, Nat.abs_cast]
      exact (middle_choose_bounds j).2
    · rw [hS, if_neg h2]
      simp
  · have hj : (0 : ℝ) ≤ j := Nat.cast_nonneg j
    refine le_trans ?_ (largest_term j).2
    exact div_le_div_of_nonneg_left (by positivity) (by positivity)
      (by nlinarith [mul_nonneg hj hj])

/-- The sum of the sizes of the terms is at least `2^j / (2j+1)` times the size of
`d^j_00(π/2)`. -/
theorem cancellation_ratio (j : ℕ) :
    (2 : ℝ) ^ j / (2 * j + 1) * |wignerD00 j (π / 2)|
      ≤ ∑ k ∈ range (j + 1), |halfPiTerm j k| := by
  have h1 := (wigner_sum_cancellation j).2.2.2.1
  -- the middle bound for row 2j
  have h := (middle_choose_bounds (2 * j)).1
  have e : 2 * j / 2 = j := by omega
  have e2 : (2 : ℝ) ^ (2 * j) = 2 ^ j * 2 ^ j := by ring
  rw [e, e2] at h
  push_cast at h
  calc (2 : ℝ) ^ j / (2 * j + 1) * |wignerD00 j (π / 2)|
      ≤ (2 : ℝ) ^ j / (2 * j + 1) * 1 := mul_le_mul_of_nonneg_left h1 (by positivity)
    _ ≤ ((2 * j).choose j : ℝ) / 2 ^ j := by
        rw [mul_one, div_le_div_iff₀ (by positivity) (by positivity)]
        exact h.trans_eq (mul_comm _ _)
    _ = _ := (sum_abs_halfPiTerm j).symm

end

end WignerCancellation
```

```lean
#print axioms WignerCancellation.wigner_sum_cancellation
#print axioms WignerCancellation.cancellation_ratio
```

```
'WignerCancellation.wigner_sum_cancellation' depends on axioms: [propext, Classical.choice, Quot.sound]
'WignerCancellation.cancellation_ratio' depends on axioms: [propext, Classical.choice, Quot.sound]
```

## Reading the statements

The angular momentum is `j : ℕ` and the angle `β : ℝ` is in radians. `wignerTerm j k β` is the $k$-th term, `wignerD00 j β` is the sum over `range (j + 1)`, that is over $k=0,\dots,j$, and `halfPiTerm j k` is $t_k$. On natural numbers `j / 2` is $\lfloor j/2\rfloor$.

`wigner_sum_cancellation` holds for every `j` and joins seven claims: the sum at `π / 2` equals $\sum_k t_k$; it vanishes under `Odd j`; it has the closed form for every `n` with `j = 2 * n`; its size is at most $1$; the sizes of the terms add up to $\binom{2j}{j}/2^j$; no $|t_k|$ exceeds $|t_{\lfloor j/2\rfloor}|$; and that term is at least $2^j/((j+1)(2j+1))$. The sixth claim ranges over all `k`, including $k>j$ where $t_k=0$, and it does not say the maximiser is unique. The sharper bound $2^j/(j+1)^2$ is the second half of `largest_term`. `cancellation_ratio` is written as a product, so that nothing is divided by $d^j_{00}(\pi/2)$. For odd $j$ its left side is zero, and the size of the terms is then read from `sum_abs_halfPiTerm` and `largest_term`.

## How the proof follows the derivation

`wignerTerm_pi_div_two` is the first step, with `hc` and `hs` the two squares and `h` the product of powers of $\tfrac12$. In `alternating_sum_choose_sq`, `hpoly` is the polynomial identity, where `expand ℝ 2` substitutes $X^2$ for $X$ in $(X-1)^j$. Applying `Polynomial.coeff p j` to both sides, `Polynomial.coeff_mul` produces the sum over pairs of exponents $(k,j-k)$, `coeff_expand` produces the case split on `2 ∣ j`, and `Nat.choose_symm` turns $\binom{j}{j-k}$ into $\binom jk$. `middle_choose_bounds` takes the row sum from `Nat.sum_range_choose` and the maximality from `Nat.choose_le_middle`. `sum_abs_halfPiTerm` combines `abs_halfPiTerm` with `Nat.sum_range_choose_sq`. `largest_term` does the two squarings, the second by `mul_le_mul h h` after clearing denominators. The main theorem establishes `hT`, the sum written with the terms $t_k$, then `hS`, the alternating sum divided by $2^j$, and reads the odd case, the even case and the bound by $1$ from it. `cancellation_ratio` applies `middle_choose_bounds` to `2 * j`.

## Scope

The theorems concern the finite sum as defined. No rotation operator appears in the file, so `wignerD00` is defined as the sum, and its equality with $\langle j\,0|e^{-i\beta J_y}|j\,0\rangle$ is taken from the theory of angular momentum and is not derived. Half-integer $j$, elements with $m$ or $m'$ non-zero, and angles other than $\pi/2$ are not covered. The file has no model of floating-point arithmetic, and large terms permit a large rounding error without fixing the error a given run makes. The lower bounds say little for small $j$: $2^j/(2j+1)$ is below $1$ at $j=1$ and $j=2$. The rounding estimate given earlier and the examples below are plain arithmetic that Lean has not checked.

Without `Odd j` the vanishing fails: $j=2$ has terms $\tfrac14,-1,\tfrac14$ with sum $-\tfrac12$. Without `j = 2 * n` the closed form fails: for $j=3$ and $n=\lfloor 3/2\rfloor=1$ it would give $-\tfrac12$, whereas the terms $\tfrac18,-\tfrac98,\tfrac98,-\tfrac18$ add up to $0$. The angle matters as well: at $\beta=0$ and $j=3$ the terms of Wigner's sum are $1,0,0,0$, so the sum and the sum of sizes are both $1$, and the ratio bound would demand $\tfrac87\le1$. The hypothesis `hk : k ≤ j` is of a different kind. It serves the step $(j-k)+k=j$, which fails for the truncated subtraction of natural numbers when $k>j$, but there $\binom jk=0$ and both sides of the stated equation vanish.
